# An invertible parity-preserving two-qubit gate maps the Majorana span into itself exactly when its two blocks have equal determinants

## SWAP turns one Majorana operator into a product of three

A simulation of non-interacting fermions that follows each Majorana operator by a linear rule fails when it meets a SWAP gate. Under the Jordan-Wigner encoding, two fermionic modes have the Majorana operators

\[
\gamma_0 = XI,\quad \gamma_1 = YI,\quad \gamma_2 = ZX,\quad \gamma_3 = ZY .
\]

Conjugation by SWAP sends \(XI\) to \(IX = -i\,\gamma_0\gamma_1\gamma_2\), which is not a linear combination of the four. SWAP conserves particle number and looks like a harmless relabelling, so a criterion is needed that tells such gates from the free-fermion ones.

## Two parity sectors, two blocks

The states 00 and 11 have even fermion parity, and 01 and 10 have odd parity. Let a gate \(G\) act as an invertible \(2\times2\) matrix \(A\) on the even states and as an invertible \(B\) on the odd states, with the bases ordered as (00, 11) and (01, 10). Then

\[
G M G^{-1} \in \mathrm{span}_{\mathbb C}\{\gamma_0,\dots,\gamma_3\}\ \text{ for all } M \text{ in this span}
\iff \det A = \det B .
\]

Unitary gates that meet this condition are called matchgates. In circuits of matchgates on neighbouring qubits, which describe non-interacting fermions, the \(2n\) Majorana operators of \(n\) modes evolve by a \(2n\times 2n\) matrix.

The step from two qubits to such a chain is short. Majorana operators to the left of the pair commute with \(G\). Those to the right carry \(ZZ\) on the pair, which commutes with a parity-preserving gate. Those on the pair are the four above times a common string of \(Z\)s on other qubits.

## The Majorana span in block form

Each \(\gamma_k\) changes parity. With the even sector first, a parity-changing operator has the form

\[
F(P,Q)=\begin{pmatrix}0&Q\\P&0\end{pmatrix},
\]

where \(P\) maps even to odd and \(Q\) maps odd to even. The action on basis states gives

| operator | \(P\) | \(Q\) |
|---|---|---|
| \(XI\) | \(X\) | \(X\) |
| \(YI\) | \(Y\) | \(Y\) |
| \(ZX\) | \(Z\) | \(Z\) |
| \(ZY\) | \(i\,1\) | \(-i\,1\) |

Write \(\operatorname{adj}\) for the adjugate, which is not the Hermitian adjoint:

\[
\operatorname{adj}\begin{pmatrix}a&b\\c&d\end{pmatrix}=\begin{pmatrix}d&-b\\-c&a\end{pmatrix}.
\]

It sends \(X, Y, Z\) to their negatives and fixes the identity, so \(Q=-\operatorname{adj}P\) in every row. For \(2\times2\) matrices the adjugate is linear, so the relation holds for all combinations \(\sum_k c_k\gamma_k\). Their even-to-odd block is

\[
P = c_0X+c_1Y+c_2Z+i\,c_3 1 .
\]

Since \(X,Y,Z,1\) form a basis of the \(2\times 2\) matrices, every \(P\) occurs. The span is therefore exactly the set of all \(F(P,-\operatorname{adj}P)\).

## Conjugation brings in the ratio of determinants

Block multiplication gives

\[
G\,F(P,Q)\,G^{-1} = F(BPA^{-1},\,AQB^{-1}).
\]

Let \(P'=BPA^{-1}\). From \(\operatorname{adj}(CD)=\operatorname{adj}D\,\operatorname{adj}C\), and \(\operatorname{adj}C=(\det C)\,C^{-1}\) for invertible \(C\),

\[
\operatorname{adj}P' = \operatorname{adj}(A^{-1})\,\operatorname{adj}P\,\operatorname{adj}B
= \frac{\det B}{\det A}\,A\,(\operatorname{adj}P)\,B^{-1}.
\]

If the determinants agree, the new odd-to-even block \(-A(\operatorname{adj}P)B^{-1}\) equals \(-\operatorname{adj}P'\), and the operator stays in the span.

Conversely, suppose that the span is preserved, and take \(P=1\). Then \(P'=BA^{-1}\), and membership requires \(\operatorname{adj}P'=AB^{-1}\). Hence \((\operatorname{adj}P')P'=1\). This product is also \((\det P')\,1\), so \(\det P'=1\) and \(\det B=\det A\).

## SWAP, the fermionic swap and opposite determinants

SWAP has \(A=1\) and \(B=X\), with determinants \(1\) and \(-1\), so it fails the criterion. If a controlled-Z acts first, the state 11 acquires a minus sign and the blocks become \(A=Z\) and \(B=X\), both of determinant \(-1\). This fermionic swap preserves the span; for instance, it sends \(XI\) to \(ZX\).

The same calculation settles the case \(\det A=-\det B\). The image of the span then consists of all \(F(P',+\operatorname{adj}P')\), which is the span of \(IX, IY, XZ, YZ\). SWAP is an example. This neighbouring result and the extension to a chain rest on the arguments given here, whereas the two-qubit criterion and both swap examples are theorems in the Lean code.

## Gates and spans as Lean objects

A `TwoQubit` operator is a complex matrix indexed by pairs of bits. `majorana` lists the four operators, numbered from 0, and `majoranaSpan` is their complex span. Complex coefficients are allowed, so its elements need not be Hermitian.

`parityGate A B` is \(G\), and `parityFlip P Q` is \(F(P,Q)\). In both, the first bit labels the states within a sector, which gives the orderings (00, 11) and (01, 10). The product `swap * controlledZ` applies controlled-Z first.

`PreservesMajoranas G` says that \(GMG^{-1}\) lies in the span for every \(M\) in it. The Heisenberg picture of a unitary gate uses \(G^\dagger MG\) instead. The criterion is the same, because the inverse gate has blocks \(A^{-1}\) and \(B^{-1}\).

The main theorem, `preservesMajoranas_iff`, assumes `A.det ≠ 0` and `B.det ≠ 0`, which express that the gate can be undone. Unitarity is not required. The theorem concerns only gates that conserve parity, on two qubits.

Without the invertibility assumptions the equivalence can fail. For \(A=0\), \(B=1\) the gate is singular, Lean sets its inverse to zero, and every conjugate is the zero operator, which lies in the span although \(0\neq1\). The equivalence fails in the same way whenever exactly one block is singular. If both are singular, it holds, but only because of Lean's convention for the inverse.

```lean
import Mathlib

open Matrix
open scoped Kronecker

namespace MatchgateMajorana

noncomputable section

/-- Operators on two qubits, in the basis labelled by pairs of bits. -/
abbrev TwoQubit := Matrix (Fin 2 × Fin 2) (Fin 2 × Fin 2) ℂ

/-- The Pauli matrix X. -/
def pauliX : Matrix (Fin 2) (Fin 2) ℂ := !![0, 1; 1, 0]

/-- The Pauli matrix Y. -/
def pauliY : Matrix (Fin 2) (Fin 2) ℂ := !![0, -Complex.I; Complex.I, 0]

/-- The Pauli matrix Z. -/
def pauliZ : Matrix (Fin 2) (Fin 2) ℂ := !![1, 0; 0, -1]

/-- The four Jordan-Wigner Majorana operators XI, YI, ZX, ZY. -/
def majorana : Fin 4 → TwoQubit :=
  ![pauliX ⊗ₖ 1, pauliY ⊗ₖ 1, pauliZ ⊗ₖ pauliX, pauliZ ⊗ₖ pauliY]

/-- The complex span of the four Majorana operators. -/
def majoranaSpan : Submodule ℂ TwoQubit := Submodule.span ℂ (Set.range majorana)

/-- The product `G * M * G⁻¹` lies in the Majorana span for every `M` in that span. For invertible
`G` this says that conjugation by `G` maps the span into itself. -/
def PreservesMajoranas (G : TwoQubit) : Prop :=
  ∀ M ∈ majoranaSpan, G * M * G⁻¹ ∈ majoranaSpan

/-- The gate acting as `A` on the basis states 00, 11 and as `B` on 01, 10. -/
def parityGate (A B : Matrix (Fin 2) (Fin 2) ℂ) : TwoQubit :=
  Matrix.of fun p q =>
    if p.1 = p.2 then (if q.1 = q.2 then A p.1 q.1 else 0)
    else (if q.1 = q.2 then 0 else B p.1 q.1)

/-- The parity-changing operator that maps the states 00, 11 to 01, 10 by `P`
and the states 01, 10 to 00, 11 by `Q`. -/
def parityFlip (P Q : Matrix (Fin 2) (Fin 2) ℂ) : TwoQubit :=
  Matrix.of fun p q =>
    if p.1 = p.2 then (if q.1 = q.2 then 0 else Q p.1 q.1)
    else (if q.1 = q.2 then P p.1 q.1 else 0)

/-- The gate that exchanges the two qubits. -/
def swap : TwoQubit := Matrix.of fun p q => if p.1 = q.2 ∧ p.2 = q.1 then 1 else 0

/-- The controlled-Z gate, which changes the sign of the state 11. -/
def controlledZ : TwoQubit := Matrix.diagonal fun p => if p = (1, 1) then -1 else 1

/-- Gates that act within the parity sectors are multiplied sector by sector. -/
theorem parityGate_mul (A B C D : Matrix (Fin 2) (Fin 2) ℂ) :
    parityGate A B * parityGate C D = parityGate (A * C) (B * D) := by
  ext ⟨i, j⟩ ⟨k, l⟩
  fin_cases i <;> fin_cases j <;> fin_cases k <;> fin_cases l <;>
    simp [parityGate, Matrix.mul_apply, Fintype.sum_prod_type, Fin.sum_univ_two]

/-- For invertible `A` and `B`, conjugation by the gate turns the block `P` into `B P A⁻¹`
and the block `Q` into `A Q B⁻¹`. -/
theorem parityGate_conj {A B : Matrix (Fin 2) (Fin 2) ℂ} (hA : A.det ≠ 0) (hB : B.det ≠ 0)
    (P Q : Matrix (Fin 2) (Fin 2) ℂ) :
    parityGate A B * parityFlip P Q * (parityGate A B)⁻¹ =
      parityFlip (B * P * A⁻¹) (A * Q * B⁻¹) := by
  have hone : parityGate 1 1 = 1 := by
    ext ⟨i, j⟩ ⟨k, l⟩
    fin_cases i <;> fin_cases j <;> fin_cases k <;> fin_cases l <;>
      simp [parityGate, Matrix.one_apply]
  -- the inverse gate is built from the inverse blocks
  have hinv : (parityGate A B)⁻¹ = parityGate A⁻¹ B⁻¹ := by
    apply Matrix.inv_eq_right_inv
    rw [parityGate_mul, Matrix.mul_nonsing_inv A (isUnit_iff_ne_zero.mpr hA),
      Matrix.mul_nonsing_inv B (isUnit_iff_ne_zero.mpr hB), hone]
  have hl : parityGate A B * parityFlip P Q = parityFlip (B * P) (A * Q) := by
    ext ⟨i, j⟩ ⟨k, l⟩
    fin_cases i <;> fin_cases j <;> fin_cases k <;> fin_cases l <;>
      simp [parityGate, parityFlip, Matrix.mul_apply, Fintype.sum_prod_type, Fin.sum_univ_two]
  have hr (R S C D : Matrix (Fin 2) (Fin 2) ℂ) :
      parityFlip R S * parityGate C D = parityFlip (R * C) (S * D) := by
    ext ⟨i, j⟩ ⟨k, l⟩
    fin_cases i <;> fin_cases j <;> fin_cases k <;> fin_cases l <;>
      simp [parityGate, parityFlip, Matrix.mul_apply, Fintype.sum_prod_type, Fin.sum_univ_two]
  rw [hinv, hl, hr]

/-- An operator is a complex combination of the Majorana operators exactly when it changes
parity and its two blocks are related by `Q = -adj P`. -/
theorem mem_majoranaSpan_iff (M : TwoQubit) :
    M ∈ majoranaSpan ↔ ∃ P, M = parityFlip P (-P.adjugate) := by
  have expand (c : Fin 4 → ℂ) : ∑ i, c i • majorana i =
      parityFlip !![c 2 + c 3 * Complex.I, c 0 - c 1 * Complex.I;
          c 0 + c 1 * Complex.I, -c 2 + c 3 * Complex.I]
        (-(!![c 2 + c 3 * Complex.I, c 0 - c 1 * Complex.I;
          c 0 + c 1 * Complex.I, -c 2 + c 3 * Complex.I]).adjugate) := by
    ext ⟨i, j⟩ ⟨k, l⟩
    fin_cases i <;> fin_cases j <;> fin_cases k <;> fin_cases l <;>
      simp [majorana, parityFlip, Fin.sum_univ_four, Matrix.adjugate_fin_two,
        Matrix.kroneckerMap_apply, pauliX, pauliY, pauliZ] <;> ring
  rw [majoranaSpan, Submodule.mem_span_range_iff_exists_fun]
  constructor
  · rintro ⟨c, rfl⟩
    exact ⟨_, expand c⟩
  · rintro ⟨P, rfl⟩
    -- read off the four coefficients from the block P
    have e00 : (P 0 0 - P 1 1) / 2 + (-(P 0 0 + P 1 1) / 2 * Complex.I) * Complex.I = P 0 0 := by
      linear_combination (-(P 0 0 + P 1 1) / 2) * Complex.I_sq
    have e01 : (P 0 1 + P 1 0) / 2 - ((P 0 1 - P 1 0) / 2 * Complex.I) * Complex.I = P 0 1 := by
      linear_combination (-(P 0 1 - P 1 0) / 2) * Complex.I_sq
    have e10 : (P 0 1 + P 1 0) / 2 + ((P 0 1 - P 1 0) / 2 * Complex.I) * Complex.I = P 1 0 := by
      linear_combination ((P 0 1 - P 1 0) / 2) * Complex.I_sq
    have e11 : -((P 0 0 - P 1 1) / 2) + (-(P 0 0 + P 1 1) / 2 * Complex.I) * Complex.I
        = P 1 1 := by
      linear_combination (-(P 0 0 + P 1 1) / 2) * Complex.I_sq
    refine ⟨![(P 0 1 + P 1 0) / 2, (P 0 1 - P 1 0) / 2 * Complex.I,
      (P 0 0 - P 1 1) / 2, -(P 0 0 + P 1 1) / 2 * Complex.I], (expand _).trans ?_⟩
    congr 1
    · ext i j
      fin_cases i <;> fin_cases j
      exacts [e00, e01, e10, e11]
    · congr 2
      ext i j
      fin_cases i <;> fin_cases j
      exacts [e00, e01, e10, e11]

/-- For invertible `A` and `B` of equal determinant, the adjugate of `B P A⁻¹` is
`A (adj P) B⁻¹`. -/
theorem adjugate_conj {A B : Matrix (Fin 2) (Fin 2) ℂ} (hA : A.det ≠ 0)
    (h : A.det = B.det) (P : Matrix (Fin 2) (Fin 2) ℂ) :
    (B * P * A⁻¹).adjugate = A * P.adjugate * B⁻¹ := by
  have hB : B.det ≠ 0 := h ▸ hA
  have hadj (C : Matrix (Fin 2) (Fin 2) ℂ) (hC : C.det ≠ 0) : C.adjugate = C.det • C⁻¹ := by
    rw [Matrix.inv_def, Ring.inverse_eq_inv', smul_smul, mul_inv_cancel₀ hC, one_smul]
  have hdet : (A⁻¹).det = (A.det)⁻¹ := by
    rw [Matrix.det_nonsing_inv, Ring.inverse_eq_inv']
  have hA' : (A⁻¹).adjugate = (A.det)⁻¹ • A := by
    rw [hadj A⁻¹ (by rw [hdet]; exact inv_ne_zero hA), hdet,
      Matrix.nonsing_inv_nonsing_inv A (isUnit_iff_ne_zero.mpr hA)]
  -- the two determinants cancel
  rw [Matrix.adjugate_mul_distrib, Matrix.adjugate_mul_distrib, hA', hadj B hB, h]
  simp only [Matrix.mul_smul, Matrix.smul_mul, smul_smul, mul_inv_cancel₀ hB,
    one_smul, Matrix.mul_assoc]

/-- Let a gate act as an invertible `A` on 00, 11 and as an invertible `B` on 01, 10.
Conjugation by it preserves the span of XI, YI, ZX, ZY if and only if `det A = det B`. -/
theorem preservesMajoranas_iff {A B : Matrix (Fin 2) (Fin 2) ℂ}
    (hA : A.det ≠ 0) (hB : B.det ≠ 0) :
    PreservesMajoranas (parityGate A B) ↔ A.det = B.det := by
  have uA : IsUnit A.det := isUnit_iff_ne_zero.mpr hA
  have uB : IsUnit B.det := isUnit_iff_ne_zero.mpr hB
  constructor
  · intro h
    -- test the gate on the operator with P = 1
    have hM := h _ ((mem_majoranaSpan_iff _).2 ⟨1, rfl⟩)
    rw [parityGate_conj hA hB, mem_majoranaSpan_iff] at hM
    obtain ⟨P, hP⟩ := hM
    have h1 : B * 1 * A⁻¹ = P := by
      ext i j
      have := congrFun (congrFun hP (i, i + 1)) (j, j)
      fin_cases i <;> fin_cases j <;> simpa [parityFlip] using this
    have h2 : A * -(1 : Matrix (Fin 2) (Fin 2) ℂ).adjugate * B⁻¹ = -P.adjugate := by
      ext i j
      have := congrFun (congrFun hP (i, i)) (j, j + 1)
      fin_cases i <;> fin_cases j <;> simpa [parityFlip] using this
    have h3 : A * B⁻¹ = P.adjugate := by simpa using h2
    have h4 : P * A = B := by
      rw [← h1, Matrix.mul_one, Matrix.mul_assoc, Matrix.nonsing_inv_mul A uA, Matrix.mul_one]
    have h5 : P.adjugate * P = 1 := by
      rw [← h3, ← h1, Matrix.mul_one, Matrix.mul_assoc, ← Matrix.mul_assoc B⁻¹,
        Matrix.nonsing_inv_mul B uB, Matrix.one_mul, Matrix.mul_nonsing_inv A uA]
    rw [Matrix.adjugate_mul] at h5
    have h6 : P.det = 1 := by simpa using congrFun (congrFun h5 0) 0
    rw [← h4, Matrix.det_mul, h6, one_mul]
  · intro h M hM
    obtain ⟨P, rfl⟩ := (mem_majoranaSpan_iff M).1 hM
    rw [parityGate_conj hA hB, mem_majoranaSpan_iff]
    exact ⟨B * P * A⁻¹, by rw [adjugate_conj hA h, Matrix.mul_neg, Matrix.neg_mul]⟩

/-- SWAP acts as the identity on 00, 11 and as X on 01, 10. -/
theorem swap_eq_parityGate : swap = parityGate 1 pauliX := by
  ext ⟨i, j⟩ ⟨k, l⟩
  fin_cases i <;> fin_cases j <;> fin_cases k <;> fin_cases l <;>
    simp [swap, parityGate, pauliX]

/-- Conjugation by SWAP does not preserve the span of XI, YI, ZX, ZY. -/
theorem swap_not_preservesMajoranas : ¬ PreservesMajoranas swap := by
  have hX : pauliX.det = -1 := by simp [pauliX, Matrix.det_fin_two]
  rw [swap_eq_parityGate, preservesMajoranas_iff (by simp) (by simp [hX]), hX, Matrix.det_one]
  norm_num

/-- Conjugation by the fermionic swap, which is controlled-Z followed by SWAP, preserves the
span of XI, YI, ZX, ZY. -/
theorem fermionicSwap_preservesMajoranas : PreservesMajoranas (swap * controlledZ) := by
  have hX : pauliX.det = -1 := by simp [pauliX, Matrix.det_fin_two]
  have hZ : pauliZ.det = -1 := by simp [pauliZ, Matrix.det_fin_two]
  have hcz : controlledZ = parityGate pauliZ 1 := by
    ext ⟨i, j⟩ ⟨k, l⟩
    fin_cases i <;> fin_cases j <;> fin_cases k <;> fin_cases l <;>
      simp [controlledZ, parityGate, pauliZ]
  rw [swap_eq_parityGate, hcz, parityGate_mul, Matrix.one_mul, Matrix.mul_one,
    preservesMajoranas_iff (by simp [hZ]) (by simp [hX]), hX, hZ]

end

end MatchgateMajorana
```

```lean
#print axioms MatchgateMajorana.mem_majoranaSpan_iff
#print axioms MatchgateMajorana.swap_not_preservesMajoranas
#print axioms MatchgateMajorana.fermionicSwap_preservesMajoranas
```

```
'MatchgateMajorana.mem_majoranaSpan_iff' depends on axioms: [propext, Classical.choice, Quot.sound]
'MatchgateMajorana.swap_not_preservesMajoranas' depends on axioms: [propext, Classical.choice, Quot.sound]
'MatchgateMajorana.fermionicSwap_preservesMajoranas' depends on axioms: [propext, Classical.choice, Quot.sound]
```

## From matrix entries to the equivalence

`parityGate_mul` states that gates multiply sector by sector. The `fin_cases` steps split the claim into its sixteen matrix entries, and `simp` evaluates each one.

`parityGate_conj` is the block formula for conjugation. Its step `hinv` identifies the inverse gate by showing that `parityGate A⁻¹ B⁻¹` is a right inverse. The steps `hl` and `hr` multiply a parity-changing operator by a gate from the left and from the right.

`mem_majoranaSpan_iff` describes the span through \(Q=-\operatorname{adj}P\). The step `expand` computes the blocks of a general combination, which replaces the table above. For the other direction, the proof supplies the coefficients

\[
c_0=\tfrac{P_{01}+P_{10}}2,\quad
c_1=\tfrac{i(P_{01}-P_{10})}2,\quad
c_2=\tfrac{P_{00}-P_{11}}2,\quad
c_3=-\tfrac{i(P_{00}+P_{11})}2 .
\]

The equations `e00` to `e11` confirm that these reproduce \(P\); each follows from \(i^2=-1\) by `linear_combination`.

`adjugate_conj` is the adjugate calculation for equal determinants. `hadj` expresses the adjugate through the inverse, `hA'` applies this to \(A^{-1}\), and `Matrix.adjugate_mul_distrib` reverses the order of the factors. The two determinants then cancel.

In `preservesMajoranas_iff`, the forward direction inserts the operator with \(P=1\). In this direction only, the Lean variable `P` denotes the block called \(P'\) above. Steps `h1` and `h2` read the two blocks off the matrix entries; the index `i + 1` is taken modulo 2 and so flips a bit. Step `h5` is \((\operatorname{adj}P')P'=1\), `h6` extracts \(\det P'=1\), and `h4`, which says \(P'A=B\), turns this into equal determinants. The backward direction combines `parityGate_conj` with `adjugate_conj`.

`swap_eq_parityGate` finds the blocks of SWAP. `swap_not_preservesMajoranas` then reduces to \(1\neq-1\). `fermionicSwap_preservesMajoranas` writes controlled-Z as `parityGate pauliZ 1`, multiplies the blocks, and compares two determinants equal to \(-1\).
